# Fillings per spin at μ and −μ add up to one for a nearest-neighbour tight-binding band on an even mesh, if the occupation obeys f(x) + f(−x) = 1

`filling_add_filling_neg` concerns non-interacting electrons in the band −2t Σⱼ cos kⱼ, sampled on a finite periodic mesh with N points in each of d directions. The filling per spin is the mesh average of f(ε − μ), where f is any real function with f(x) + f(−x) = 1, as the Fermi function has. For even non-zero N, the theorem says that the fillings at μ and −μ add up to exactly 1, however the mesh is displaced from the origin. The proof moves every mesh point by half the mesh in each direction, which reverses the sign of the band energy, and uses this to relabel the second sum so that the two sums cancel down to a count of the points.

The first attempt, which Lean rejects:

```lean
import Mathlib

open scoped Real

namespace FillingAddFillingNeg

noncomputable section

/-- The nearest-neighbour tight-binding band with hopping `t`, at the point `r` of a mesh with
`N ≥ 1` points per direction, the whole mesh being displaced by `s` mesh spacings. -/
def band {N d : ℕ} (t : ℝ) (s : Fin d → ℝ) (r : Fin d → ZMod N) : ℝ :=
  -2 * t * ∑ j, Real.cos (2 * π * (((r j).val : ℝ) + s j) / (N : ℝ))

/-- The filling per spin: the average over the mesh of the occupation `f` at chemical
potential `μ`, for `N ≥ 1`. -/
def filling (N : ℕ) [NeZero N] {d : ℕ} (f : ℝ → ℝ) (t μ : ℝ) (s : Fin d → ℝ) : ℝ :=
  (∑ r : Fin d → ZMod N, f (band t s r - μ)) / (N : ℝ) ^ d

/-- On a mesh with an even number of points, moving by half the mesh reverses the sign of
the cosine. -/
theorem cos_half_mesh {N : ℕ} [NeZero N] (hN : Even N) (x : ZMod N) (s : ℝ) :
    Real.cos (2 * π * (((x + ((N / 2 : ℕ) : ZMod N)).val : ℝ) + s) / (N : ℝ))
      = -Real.cos (2 * π * ((x.val : ℝ) + s) / (N : ℝ)) := by
  obtain ⟨m, hm⟩ := hN
  have hhalf : N / 2 = m := by omega
  rw [hhalf]
  -- the representative of the translated point, up to a whole number of periods
  obtain ⟨q, hq⟩ : ∃ q : ℕ, (x + (m : ZMod N)).val + N * q = x.val + m :=
    ⟨(x.val + m) / N, by
      rw [ZMod.val_add, ZMod.val_natCast, Nat.add_mod_mod]
      exact Nat.mod_add_div _ _⟩
  generalize (x + (m : ZMod N)).val = v at hq ⊢
  generalize x.val = w at hq ⊢
  have hqR : (v : ℝ) + N * q = w + m := by exact_mod_cast hq
  have hmR : (N : ℝ) = m + m := by exact_mod_cast hm
  have hv : (v : ℝ) = w + N / 2 - N * q := by linarith
  have hinv : (N : ℝ) * (N : ℝ)⁻¹ = 1 :=
    mul_inv_cancel₀ (Nat.cast_ne_zero.mpr (NeZero.ne N))
  have hangle : 2 * π * ((v : ℝ) + s) / (N : ℝ)
      = 2 * π * ((w : ℝ) + s) / (N : ℝ) + π - q * (2 * π) := by
    linear_combination (2 * π / (N : ℝ)) * hv + (π - 2 * π * q) * hinv
  rw [hangle, Real.cos_sub_nat_mul_two_pi, Real.cos_add_pi]

/-- For even `N`, translation by half the mesh in every direction reverses the band energy,
whatever the displacement of the mesh. -/
theorem band_half_mesh {N d : ℕ} [NeZero N] (hN : Even N) (t : ℝ) (s : Fin d → ℝ)
    (r : Fin d → ZMod N) :
    band t s (fun j => r j + ((N / 2 : ℕ) : ZMod N)) = -band t s r := by
  simp only [band, cos_half_mesh hN, Finset.sum_neg_distrib]
  ring

/-- Particle-hole symmetry of the sampled band: for even `N` and any smearing with
`f x + f (-x) = 1`, the fillings at chemical potentials `μ` and `-μ` add up to one. -/
theorem filling_add_filling_neg {N d : ℕ} [NeZero N] (hN : Even N) (f : ℝ → ℝ)
    (hf : ∀ x, f x + f (-x) = 1) (t μ : ℝ) (s : Fin d → ℝ) :
    filling N f t μ s + filling N f t (-μ) s = 1 := by
  -- relabel the second sum by the translation that reverses the band
  have h : ∑ r : Fin d → ZMod N, f (band t s r - -μ)
      = ∑ r : Fin d → ZMod N, f (-(band t s r - μ)) := by
    refine (Equiv.sum_comp (Equiv.addRight (fun _ : Fin d => ((N / 2 : ℕ) : ZMod N)))
      (fun r => f (band t s r - -μ))).symm.trans (Finset.sum_congr rfl fun r _ => ?_)
    show f (band t s (r + fun _ => ((N / 2 : ℕ) : ZMod N)) - -μ) = _
    rw [band_half_mesh hN]
    congr 1
    ring
  have hcard : Fintype.card (Fin d → ZMod N) = N ^ d := by simp [ZMod.card]
  have hN0 : (N : ℝ) ≠ 0 := Nat.cast_ne_zero.mpr (NeZero.ne N)
  unfold filling
  rw [h, ← add_div, ← Finset.sum_add_distrib]
  simp only [hf]
  rw [Finset.sum_const, Finset.card_univ, hcard, nsmul_eq_mul, mul_one, Nat.cast_pow,
    div_self (pow_ne_zero _ hN0)]

end

end FillingAddFillingNeg
```

Lean reports:

```
Main.lean:62:4: error: (deterministic) timeout at `isDefEq`, maximum number of heartbeats (200000) has been reached

Note: Use `set_option maxHeartbeats <num>` to set the limit.

Hint: Additional diagnostic information may be available using the `set_option diagnostics true` command.
Main.lean:67:2: error: (deterministic) timeout at `«tactic execution»`, maximum number of heartbeats (200000) has been reached

Note: Use `set_option maxHeartbeats <num>` to set the limit.

Hint: Additional diagnostic information may be available using the `set_option diagnostics true` command.
```

What went wrong. The first timeout is at the `show` in the proof of `h`. There Lean had to check that the goal left by `Equiv.sum_comp`, with its translation `Equiv.addRight`, agrees by definition with the form written out by hand. That check, `isDefEq`, ran out of heartbeats; the message doesn't say which part of the comparison was costly.

The second timeout, at `hN0`, is a consequence. The heartbeat limit covers the whole declaration and was already used up, and the repair leaves that line as it was.

The repair removes the `show`. It defines the translation as an explicit equivalence `e`, whose forward map is written point by point, just as in `band_half_mesh`. That lemma therefore gives `he`, the sign reversal for `e`, directly. `Fintype.sum_equiv e` then relabels the sum, with `symm` turning the equation to suit it, and `he` rewrites the band energy without the goal having to be restated. The closing `ring` step does the same algebra as before.

The mended proof, as a diff:

```diff
@@ -56,12 +56,16 @@
     filling N f t μ s + filling N f t (-μ) s = 1 := by
   -- relabel the second sum by the translation that reverses the band
+  let e : (Fin d → ZMod N) ≃ (Fin d → ZMod N) :=
+    { toFun := fun r j => r j + ((N / 2 : ℕ) : ZMod N)
+      invFun := fun r j => r j - ((N / 2 : ℕ) : ZMod N)
+      left_inv := fun r => funext fun j => add_sub_cancel_right (r j) _
+      right_inv := fun r => funext fun j => sub_add_cancel (r j) _ }
+  have he : ∀ r, band t s (e r) = -band t s r := fun r => band_half_mesh hN t s r
   have h : ∑ r : Fin d → ZMod N, f (band t s r - -μ)
       = ∑ r : Fin d → ZMod N, f (-(band t s r - μ)) := by
-    refine (Equiv.sum_comp (Equiv.addRight (fun _ : Fin d => ((N / 2 : ℕ) : ZMod N)))
-      (fun r => f (band t s r - -μ))).symm.trans (Finset.sum_congr rfl fun r _ => ?_)
-    show f (band t s (r + fun _ => ((N / 2 : ℕ) : ZMod N)) - -μ) = _
-    rw [band_half_mesh hN]
-    congr 1
-    ring
+    symm
+    apply Fintype.sum_equiv e
+    intro r
+    rw [he r, show -band t s r - -μ = -(band t s r - μ) by ring]
   have hcard : Fintype.card (Fin d → ZMod N) = N ^ d := by simp [ZMod.card]
   have hN0 : (N : ℝ) ≠ 0 := Nat.cast_ne_zero.mpr (NeZero.ne N)
```
